# Normalised real trial states in a 1D delta well of strength $g>0$ have energy at least $-g^2/2$ ($\hbar=m=1$)

A particle on a line is attracted to a single point by the potential $-g\,\delta(x)$. I am estimating its ground-state energy with normalised real trial functions $\psi$, using

$$E[\psi]=\tfrac12\int\psi'^2\,dx-g\,\psi(0)^2 .$$

The best Gaussian gives $-g^2/\pi$, above the textbook value $-g^2/2$. But the well is infinitely deep at one point, and the potential term sees only $\psi(0)$. Rescaling the width gives each shape with $\psi(0)\ne0$ a finite lowest energy, yet that energy depends on the shape. Could some cleverly peaked function go below $-g^2/2$? And does it matter that the textbook solution has a cusp, which my smooth functions lack?

## The energy above $-g^2/2$ is a sum of two squares

No such function exists among continuous real functions that are differentiable away from the origin and have $\psi^2$ and $\psi'^2$ integrable. This class contains your smooth functions as well as the cusped solution, which attains the minimum.

Since $|2\psi\psi'|\le\psi^2+\psi'^2$, the product $2\psi\psi'=(\psi^2)'$ is integrable. Hence $\psi^2$ has a limit at each end of the line, and that limit is zero because $\psi^2$ is itself integrable. Integrating over each half-line gives

$$\int_{-\infty}^0 2\psi\psi'\,dx=\psi(0)^2,\qquad \int_0^\infty 2\psi\psi'\,dx=-\psi(0)^2 .$$

Now expand one square on each side:

$$\int_{-\infty}^0(\psi'-g\psi)^2dx=\int_{-\infty}^0\psi'^2dx-g\psi(0)^2+g^2\int_{-\infty}^0\psi^2dx,$$

$$\int_0^\infty(\psi'+g\psi)^2dx=\int_0^\infty\psi'^2dx-g\psi(0)^2+g^2\int_0^\infty\psi^2dx .$$

Half the sum of these lines is

$$E[\psi]+\frac{g^2}{2}\int\psi^2dx=\frac12\int_{-\infty}^0(\psi'-g\psi)^2dx+\frac12\int_0^\infty(\psi'+g\psi)^2dx\;\ge 0 .$$

So $E[\psi]\ge-\frac{g^2}{2}\int\psi^2dx$, which is $-g^2/2$ for a normalised state. A tall peak lowers the potential energy, but the slopes needed to reach $\psi(0)$ and come down again cost at least enough kinetic energy to keep this bound.

For equality, take $\phi(x)=\sqrt g\,e^{-g|x|}$ with $g>0$. It satisfies $\phi'=g\phi$ on the left and $\phi'=-g\phi$ on the right, so both squares vanish. The half-line identities also normalise it: on the left, $g=\phi(0)^2=2g\int_{-\infty}^0\phi^2dx$, so that half contributes $1/2$. The right half contributes the same. Therefore $\int\phi^2dx=1$ and $E[\phi]=-g^2/2$.

The bound holds for every real $g$, which yields an inequality without the coupling. Write $N=\int\psi^2dx$ and $K=\int\psi'^2dx$. Then

$$\frac N2g^2-\psi(0)^2g+\frac K2\ge0\quad\text{for all real }g .$$

If $N>0$, the discriminant cannot be positive, so $\psi(0)^4\le NK$. If $N=0$, continuity forces $\psi=0$ and both sides vanish.

The following Lean 4 file contains these results.

```lean
import Mathlib

open MeasureTheory Set Filter Topology

namespace DeltaWell

noncomputable section

/-- A real trial state on the line: continuous, differentiable away from the origin (a cusp
at the origin is allowed), with square-integrable wave function and derivative. -/
structure TrialState (ψ : ℝ → ℝ) : Prop where
  cont : Continuous ψ
  diff : ∀ x, x ≠ 0 → DifferentiableAt ℝ ψ x
  sq_int : Integrable (fun x => ψ x ^ 2)
  deriv_sq_int : Integrable (fun x => deriv ψ x ^ 2)

/-- The energy functional of a delta well of strength `g` at the origin, with `ħ = m = 1`. -/
def energy (g : ℝ) (ψ : ℝ → ℝ) : ℝ :=
  (1 / 2) * (∫ x, deriv ψ x ^ 2) - g * ψ 0 ^ 2

/-- The normalised exponential `√g exp (-g|x|)`, for a well of strength `g > 0`. -/
def boundState (g x : ℝ) : ℝ := √g * Real.exp (-g * |x|)

/-- For a trial state, the product `2 ψ ψ'` is integrable on the line. -/
theorem TrialState.integrable_mul_deriv {ψ : ℝ → ℝ} (h : TrialState ψ) :
    Integrable (fun x => 2 * ψ x * deriv ψ x) := by
  refine (h.sq_int.add h.deriv_sq_int).mono' ?_ ?_
  · exact ((h.cont.measurable.const_mul 2).mul (measurable_deriv ψ)).aestronglyMeasurable
  · refine Eventually.of_forall fun x => ?_
    have key : |2 * ψ x * deriv ψ x| ≤ ψ x ^ 2 + deriv ψ x ^ 2 := by
      rw [abs_le]
      constructor <;> nlinarith [sq_nonneg (ψ x + deriv ψ x), sq_nonneg (ψ x - deriv ψ x)]
    exact key

/-- For a trial state, the integral of `2 ψ ψ'` over the right half-line is `-ψ(0)²`. -/
theorem TrialState.integral_right {ψ : ℝ → ℝ} (h : TrialState ψ) :
    ∫ x in Ioi (0 : ℝ), 2 * ψ x * deriv ψ x = -ψ 0 ^ 2 := by
  have hd : ∀ x ∈ Ioi (0 : ℝ), HasDerivAt (fun y => ψ y ^ 2) (2 * ψ x * deriv ψ x) x :=
    fun x hx => ((h.diff x (ne_of_gt hx)).hasDerivAt.fun_pow 2).congr_deriv (by norm_num)
  have hI := h.integrable_mul_deriv.integrableOn (s := Ioi (0 : ℝ))
  -- the density vanishes at infinity
  have ht := tendsto_zero_of_hasDerivAt_of_integrableOn_Ioi hd hI h.sq_int.integrableOn
  have := integral_Ioi_of_hasDerivAt_of_tendsto
    (h.cont.pow 2).continuousWithinAt hd hI ht
  simpa using this

/-- For a trial state, the integral of `2 ψ ψ'` over the left half-line is `ψ(0)²`. -/
theorem TrialState.integral_left {ψ : ℝ → ℝ} (h : TrialState ψ) :
    ∫ x in Iic (0 : ℝ), 2 * ψ x * deriv ψ x = ψ 0 ^ 2 := by
  have hd : ∀ x, x ≠ 0 → HasDerivAt (fun y => ψ y ^ 2) (2 * ψ x * deriv ψ x) x :=
    fun x hx => ((h.diff x hx).hasDerivAt.fun_pow 2).congr_deriv (by norm_num)
  have ht := tendsto_zero_of_hasDerivAt_of_integrableOn_Iic (a := (-1 : ℝ))
    (fun x hx => hd x (by rintro rfl; norm_num at hx))
    h.integrable_mul_deriv.integrableOn h.sq_int.integrableOn
  have := integral_Iic_of_hasDerivAt_of_tendsto (a := (0 : ℝ))
    (h.cont.pow 2).continuousWithinAt (fun x hx => hd x (ne_of_lt hx))
    h.integrable_mul_deriv.integrableOn ht
  simpa using this

/-- Completing the square: for a trial state and any real `g`, the energy plus `g²/2` times `∫ ψ²`
is half the sum of two integrated squares, one for each half-line. -/
theorem energy_factorisation {ψ : ℝ → ℝ} (h : TrialState ψ) (g : ℝ) :
    energy g ψ + g ^ 2 / 2 * (∫ x, ψ x ^ 2) =
      (1 / 2) * (∫ x in Iic (0 : ℝ), (deriv ψ x - g * ψ x) ^ 2) +
      (1 / 2) * (∫ x in Ioi (0 : ℝ), (deriv ψ x + g * ψ x) ^ 2) := by
  -- expand the square on an arbitrary region
  have hexp : ∀ (s : Set ℝ) (c : ℝ), ∫ x in s, (deriv ψ x + c * ψ x) ^ 2 =
      (∫ x in s, deriv ψ x ^ 2) + c * (∫ x in s, 2 * ψ x * deriv ψ x) +
        c ^ 2 * (∫ x in s, ψ x ^ 2) := by
    intro s c
    have e : (fun x => (deriv ψ x + c * ψ x) ^ 2) = fun x =>
        (deriv ψ x ^ 2 + c * (2 * ψ x * deriv ψ x)) + c ^ 2 * ψ x ^ 2 := by
      funext x; ring
    have i1 : Integrable (fun x => deriv ψ x ^ 2) (volume.restrict s) :=
      h.deriv_sq_int.integrableOn
    have i2 : Integrable (fun x => c * (2 * ψ x * deriv ψ x)) (volume.restrict s) :=
      (h.integrable_mul_deriv.const_mul c).integrableOn
    have i3 : Integrable (fun x => c ^ 2 * ψ x ^ 2) (volume.restrict s) :=
      (h.sq_int.const_mul (c ^ 2)).integrableOn
    have i12 : Integrable (fun x => deriv ψ x ^ 2 + c * (2 * ψ x * deriv ψ x))
        (volume.restrict s) := i1.add i2
    rw [e, integral_add i12 i3, integral_add i1 i2, integral_const_mul, integral_const_mul]
  have hL := hexp (Iic 0) (-g)
  simp only [neg_mul, ← sub_eq_add_neg] at hL
  have hR := hexp (Ioi 0) g
  have hK := integral_add_compl (measurableSet_Iic (a := (0 : ℝ))) h.deriv_sq_int
  have hN := integral_add_compl (measurableSet_Iic (a := (0 : ℝ))) h.sq_int
  rw [compl_Iic] at hK hN
  unfold energy
  -- the cross terms supply the contact energy
  linear_combination (-1 / 2) * hK - g ^ 2 / 2 * hN - (1 / 2) * hL - (1 / 2) * hR
    + g / 2 * h.integral_left - g / 2 * h.integral_right

/-- The energy of a trial state is at least `-g²/2` times `∫ ψ²`, for any real `g`. -/
theorem energy_lower_bound {ψ : ℝ → ℝ} (h : TrialState ψ) (g : ℝ) :
    -(g ^ 2 / 2) * (∫ x, ψ x ^ 2) ≤ energy g ψ := by
  have h1 : 0 ≤ ∫ x in Iic (0 : ℝ), (deriv ψ x - g * ψ x) ^ 2 :=
    integral_nonneg fun x => sq_nonneg _
  have h2 : 0 ≤ ∫ x in Ioi (0 : ℝ), (deriv ψ x + g * ψ x) ^ 2 :=
    integral_nonneg fun x => sq_nonneg _
  linarith [energy_factorisation h g]

/-- For a continuously differentiable real `ψ` of compact support and any real `g`, the delta-well
energy is at least `-g²/2` times `∫ ψ²`. -/
theorem energy_lower_bound_of_compactSupport {ψ : ℝ → ℝ} (hψ : ContDiff ℝ 1 ψ)
    (hc : HasCompactSupport ψ) (g : ℝ) :
    -(g ^ 2 / 2) * (∫ x, ψ x ^ 2) ≤ (1 / 2) * (∫ x, deriv ψ x ^ 2) - g * ψ 0 ^ 2 := by
  have hd : Continuous (deriv ψ) := hψ.continuous_deriv le_rfl
  -- squares of continuous functions of compact support are integrable
  have hsq : ∀ f : ℝ → ℝ, Continuous f → HasCompactSupport f →
      Integrable (fun x => f x ^ 2) := by
    intro f hf hcf
    have hs : HasCompactSupport (fun x => f x ^ 2) := by
      apply hcf.mono
      intro x hx
      rw [Function.mem_support] at hx ⊢
      intro h0
      exact hx (by simp [h0])
    have hcont : Continuous (fun x => f x ^ 2) := hf.pow 2
    exact hcont.integrable_of_hasCompactSupport hs
  have hdiff : Differentiable ℝ ψ := hψ.differentiable (by norm_num)
  have h : TrialState ψ :=
    ⟨hψ.continuous, fun x _ => hdiff x, hsq ψ hψ.continuous hc, hsq (deriv ψ) hd hc.deriv⟩
  exact energy_lower_bound h g

/-- For a trial state, the squared density at the origin is at most the product of `∫ ψ²`
and `∫ ψ'²`. -/
theorem contact_density_bound {ψ : ℝ → ℝ} (h : TrialState ψ) :
    ψ 0 ^ 4 ≤ (∫ x, ψ x ^ 2) * (∫ x, deriv ψ x ^ 2) := by
  -- a quadratic in the coupling that is never negative has no positive discriminant
  have hq := discrim_le_zero (a := (∫ x, ψ x ^ 2) / 2) (b := -ψ 0 ^ 2)
    (c := (∫ x, deriv ψ x ^ 2) / 2) (fun g => by
      have := energy_lower_bound h g
      unfold energy at this
      linarith)
  unfold discrim at hq
  linarith

/-- Away from the origin the exponential state obeys `ψ' = -gψ` on the right and `ψ' = gψ`
on the left. -/
theorem boundState_hasDerivAt (g x : ℝ) :
    (0 < x → HasDerivAt (boundState g) (-g * boundState g x) x) ∧
    (x < 0 → HasDerivAt (boundState g) (g * boundState g x) x) := by
  constructor <;> intro hx
  · have h := (((hasDerivAt_abs_pos hx).const_mul (-g)).exp).const_mul (√g)
    exact h.congr_deriv (by unfold boundState; ring)
  · have h := (((hasDerivAt_abs_neg hx).const_mul (-g)).exp).const_mul (√g)
    exact h.congr_deriv (by unfold boundState; ring)

/-- For `g > 0` the exponential state is a trial state. -/
theorem boundState_trialState {g : ℝ} (hg : 0 < g) : TrialState (boundState g) := by
  have hc : Continuous (boundState g) := by
    show Continuous fun x => √g * Real.exp (-g * |x|)
    fun_prop
  -- dominate the density by a one-sided exponential and its mirror image
  let F : ℝ → ℝ := (Ioi (-1 : ℝ)).indicator fun x => Real.exp (-(2 * g) * x)
  have hF : Integrable F :=
    (exp_neg_integrableOn_Ioi (-1) (by positivity)).integrable_indicator measurableSet_Ioi
  have hn : ∀ y, 0 ≤ F y := fun y => indicator_nonneg (fun _ _ => (Real.exp_pos _).le) y
  have hs : Integrable (fun x => boundState g x ^ 2) := by
    refine ((hF.add hF.comp_neg).const_mul g).mono' (hc.pow 2).aestronglyMeasurable
      (Eventually.of_forall fun x => ?_)
    have e1 : F |x| = Real.exp (-(2 * g) * |x|) :=
      indicator_of_mem (show (-1 : ℝ) < |x| by linarith [abs_nonneg x]) _
    have e2 : boundState g x ^ 2 = g * F |x| := by
      rw [e1, boundState, mul_pow, Real.sq_sqrt hg.le, sq (Real.exp _), ← Real.exp_add]
      congr 2
      ring
    have e3 : F |x| ≤ F x + F (-x) := by
      rcases abs_choice x with h | h <;> rw [h] <;> linarith [hn x, hn (-x)]
    have key : |boundState g x ^ 2| ≤ g * (F x + F (-x)) := by
      rw [abs_of_nonneg (sq_nonneg _), e2]
      exact mul_le_mul_of_nonneg_left e3 hg.le
    exact key
  refine ⟨hc, fun x hx => ?_, hs, (hs.const_mul (g ^ 2)).congr ?_⟩
  · rcases lt_or_gt_of_ne hx with h | h
    · exact ((boundState_hasDerivAt g x).2 h).differentiableAt
    · exact ((boundState_hasDerivAt g x).1 h).differentiableAt
  · have h0 : ({0}ᶜ : Set ℝ) ∈ ae (volume : Measure ℝ) :=
      compl_mem_ae_iff.mpr (measure_singleton 0)
    filter_upwards [h0] with x hx
    have hx' : x ≠ 0 := hx
    rcases lt_or_gt_of_ne hx' with h | h
    · rw [((boundState_hasDerivAt g x).2 h).deriv]; ring
    · rw [((boundState_hasDerivAt g x).1 h).deriv]; ring

/-- For `g > 0` the least energy among normalised trial states is exactly `-g²/2`. -/
theorem isLeast_energy {g : ℝ} (hg : 0 < g) :
    IsLeast {E : ℝ | ∃ ψ, TrialState ψ ∧ (∫ x, ψ x ^ 2) = 1 ∧ energy g ψ = E}
      (-(g ^ 2 / 2)) := by
  have h := boundState_trialState hg
  have h0 : boundState g 0 ^ 2 = g := by simp [boundState, Real.sq_sqrt hg.le]
  -- normalisation, from the half-line identities
  have hr : ∫ x in Ioi (0 : ℝ), 2 * boundState g x * deriv (boundState g) x =
      ∫ x in Ioi (0 : ℝ), -(2 * g) * boundState g x ^ 2 :=
    setIntegral_congr_fun measurableSet_Ioi fun x hx => by
      simp only [((boundState_hasDerivAt g x).1 hx).deriv]; ring
  have hl : ∫ x in Iio (0 : ℝ), 2 * boundState g x * deriv (boundState g) x =
      ∫ x in Iio (0 : ℝ), (2 * g) * boundState g x ^ 2 :=
    setIntegral_congr_fun measurableSet_Iio fun x hx => by
      simp only [((boundState_hasDerivAt g x).2 hx).deriv]; ring
  rw [h.integral_right, h0, integral_const_mul] at hr
  rw [← integral_Iic_eq_integral_Iio, h.integral_left, h0, integral_const_mul,
    ← integral_Iic_eq_integral_Iio] at hl
  have hN := integral_add_compl (measurableSet_Iic (a := (0 : ℝ))) h.sq_int
  rw [compl_Iic] at hN
  have hone : (∫ x, boundState g x ^ 2) = 1 := by
    apply mul_left_cancel₀ hg.ne'
    linear_combination (-g) * hN - (1 / 2) * hl + (1 / 2) * hr
  -- both squares in the factorisation vanish
  have z1 : ∫ x in Iic (0 : ℝ), (deriv (boundState g) x - g * boundState g x) ^ 2 = 0 := by
    rw [integral_Iic_eq_integral_Iio]
    exact setIntegral_eq_zero_of_forall_eq_zero fun x hx => by
      rw [((boundState_hasDerivAt g x).2 hx).deriv]; ring
  have z2 : ∫ x in Ioi (0 : ℝ), (deriv (boundState g) x + g * boundState g x) ^ 2 = 0 :=
    setIntegral_eq_zero_of_forall_eq_zero fun x hx => by
      rw [((boundState_hasDerivAt g x).1 hx).deriv]; ring
  constructor
  · refine ⟨boundState g, h, hone, ?_⟩
    have hf := energy_factorisation h g
    rw [z1, z2, hone] at hf
    linarith
  · rintro E ⟨ψ, hψ, hnorm, rfl⟩
    have hb := energy_lower_bound hψ g
    rw [hnorm] at hb
    linarith

end

end DeltaWell
```

```lean
#print axioms DeltaWell.energy_lower_bound_of_compactSupport
-- 'DeltaWell.energy_lower_bound_of_compactSupport' depends on axioms: [propext, Classical.choice, Quot.sound]
#print axioms DeltaWell.contact_density_bound
-- 'DeltaWell.contact_density_bound' depends on axioms: [propext, Classical.choice, Quot.sound]
#print axioms DeltaWell.isLeast_energy
-- 'DeltaWell.isLeast_energy' depends on axioms: [propext, Classical.choice, Quot.sound]
```

## What the Lean statements say about the well

`TrialState ψ` is the class described above. Differentiability at the origin is not required, so a cusp is allowed there. Lean still assigns `deriv ψ 0` a value at a cusp, but a single point does not affect the integrals.

`energy g ψ` is $E[\psi]$ for a possibly unnormalised function; it is the expectation value of the energy when $\int\psi^2dx=1$. The constant $g$ is the integrated strength of the well, its depth times its width in the limit of zero range. With units restored, the minimum is $-mg^2/(2\hbar^2)$.

The main statements read as follows.

- `energy_factorisation` is the sum-of-squares identity, for any trial state and any real $g$.
- `energy_lower_bound` is the resulting inequality. For $g\le0$ it is true but uninformative, since the energy is then non-negative.
- `energy_lower_bound_of_compactSupport` gives the same inequality for continuously differentiable functions of compact support, with the energy written out.
- `contact_density_bound` is $\psi(0)^4\le NK$. "Contact density" here means the one-particle density at the well.
- `isLeast_energy` says that, for $g>0$, the number $-g^2/2$ is the energy of some normalised trial state and is no larger than the energy of any other.

The cusp matters for attaining the minimum, not for the bound. Rounding off the cusp and cutting the tails of $\phi$ brings smooth functions as close to $-g^2/2$ as desired, though this approximation is a remark and has no theorem in the file.

The wave functions are real, and kinks away from the origin are excluded, so piecewise-linear finite elements generally fall outside `TrialState`. The Hamiltonian is not constructed as an operator, and the name `boundState` refers to the explicit exponential without a proof that it is an eigenstate. The step left to physics is the replacement of a real, short-range well by the contact term $-g\psi(0)^2$.

For variational calculations on this one-particle, one-dimensional model, a normalised function in the class that appears to have energy below $-g^2/2$ signals an error in the calculation of that energy.

## From half-line integrals to the minimum in Lean

`TrialState.integrable_mul_deriv` proves $|2\psi\psi'|\le\psi^2+\psi'^2$ from the squares of $\psi\pm\psi'$, and `mono'` turns this domination into integrability.

`TrialState.integral_right` and `TrialState.integral_left` first show that $\psi^2$ tends to zero at infinity, then apply the fundamental theorem of calculus on a half-line. Continuity supplies the boundary value at the origin, where the derivative may be missing. On the left, the limit is established on the ray ending at $-1$, which avoids the possible cusp.

In `energy_factorisation`, the auxiliary statement `hexp` expands $(\psi'+c\psi)^2$ over an arbitrary region. It is used with $c=-g$ on the left and $c=g$ on the right. The final `linear_combination` joins the half-line integrals and replaces the cross terms by $\pm\psi(0)^2$.

The lower bound follows because integrals of squares are non-negative. For compact support, the proof checks that $\psi^2$ and $\psi'^2$ are continuous with compact support, hence integrable, and applies the general bound. `contact_density_bound` passes the quadratic in $g$ to `discrim_le_zero`, which also handles $N=0$.

`boundState_hasDerivAt` establishes the two first-order equations. `boundState_trialState` proves integrability by dominating $\phi^2$ with a one-sided exponential plus its mirror image; away from the origin $\phi'^2=g^2\phi^2$, so the derivative is square-integrable too.

Finally, `isLeast_energy` obtains the normalisation `hone` from the half-line identities and shows in `z1` and `z2` that both squares vanish. The factorisation then gives the energy of the exponential, and `energy_lower_bound` shows that no normalised trial state lies below it.
